# A polarization built from projected orbitals with positive weights conserves charge exactly when the orthogonal projector couples no occupied orbital to an empty one

Shifting the potential of a finite system by a constant should not change its number of electrons, yet a polarization assembled from projected orbitals can answer such a shift with a net induced charge. For an orthogonal projector and positive transition weights, this happens exactly when the projector has a nonzero matrix element between an occupied and an empty orbital.

```lean
import Mathlib

open Matrix

namespace ProjectedPolarization

noncomputable section

variable {X o e : Type*} [Fintype X] [Fintype o] [Fintype e]
  {B : Matrix X X ℝ} {φ : Matrix X o ℝ} {χ : Matrix X e ℝ} {c : o → e → ℝ}

/-- The product, at grid point `x`, of the projected occupied orbital `i` and the projected
empty orbital `j`. Orbitals are the columns of `φ` and `χ`. -/
def pairDensity (B : Matrix X X ℝ) (φ : Matrix X o ℝ) (χ : Matrix X e ℝ)
    (i : o) (j : e) (x : X) : ℝ :=
  (B * φ) x i * (B * χ) x j

/-- The static polarization built from projected orbitals, with weight `c i j` for the
transition from occupied orbital `i` to empty orbital `j`. -/
def polarization (c : o → e → ℝ) (B : Matrix X X ℝ) (φ : Matrix X o ℝ)
    (χ : Matrix X e ℝ) : Matrix X X ℝ :=
  Matrix.of fun x y =>
    -∑ i, ∑ j, c i j * pairDensity B φ χ i j x * pairDensity B φ χ i j y

/-- The matrix elements of `B` between occupied and empty orbitals. -/
def coupling (B : Matrix X X ℝ) (φ : Matrix X o ℝ) (χ : Matrix X e ℝ) : Matrix o e ℝ :=
  φᵀ * B * χ

/-- A response matrix conserves charge if the density it induces has zero total charge for
every potential `v`. -/
def ConservesCharge (D : Matrix X X ℝ) : Prop :=
  ∀ v : X → ℝ, ∑ x, (D *ᵥ v) x = 0

omit [Fintype o] [Fintype e] in
/-- For a symmetric projector, the total charge of a projected pair density is the matrix
element of the projector between the two orbitals. -/
theorem sum_pairDensity (hs : Bᵀ = B) (hp : B * B = B) (i : o) (j : e) :
    ∑ x, pairDensity B φ χ i j x = coupling B φ χ i j := by
  have h : (B * φ)ᵀ * (B * χ) = φᵀ * B * χ := by
    rw [Matrix.transpose_mul, hs]
    calc φᵀ * B * (B * χ) = φᵀ * (B * B) * χ := by simp only [Matrix.mul_assoc]
      _ = φᵀ * B * χ := by rw [hp]
  change ((B * φ)ᵀ * (B * χ)) i j = (φᵀ * B * χ) i j
  rw [h]

/-- For a symmetric projector, the total charge induced by a unit potential at grid point `y` is
minus the sum of the pair densities at `y`, each multiplied by its transition weight and its
occupied-empty coupling. -/
theorem column_sum (hs : Bᵀ = B) (hp : B * B = B) (y : X) :
    ∑ x, polarization c B φ χ x y =
      -∑ i, ∑ j, c i j * coupling B φ χ i j * pairDensity B φ χ i j y := by
  simp only [polarization, Matrix.of_apply, Finset.sum_neg_distrib]
  rw [neg_inj, Finset.sum_comm]
  refine Finset.sum_congr rfl fun i _ => ?_
  rw [Finset.sum_comm]
  refine Finset.sum_congr rfl fun j _ => ?_
  rw [← sum_pairDensity hs hp i j, Finset.mul_sum, Finset.sum_mul]

/-- For a symmetric projector, the total sum of the projected polarization is minus the
weighted sum of the squared occupied-empty couplings. -/
theorem total_sum (hs : Bᵀ = B) (hp : B * B = B) :
    ∑ x, ∑ y, polarization c B φ χ x y =
      -∑ i, ∑ j, c i j * coupling B φ χ i j ^ 2 := by
  have h : ∑ y, ∑ x, polarization c B φ χ x y =
      ∑ y, -∑ i, ∑ j, c i j * coupling B φ χ i j * pairDensity B φ χ i j y :=
    Finset.sum_congr rfl fun y _ => column_sum hs hp y
  refine (Finset.sum_comm.trans h).trans ?_
  rw [Finset.sum_neg_distrib, neg_inj, Finset.sum_comm]
  refine Finset.sum_congr rfl fun i _ => ?_
  rw [Finset.sum_comm]
  refine Finset.sum_congr rfl fun j _ => ?_
  rw [← Finset.mul_sum, sum_pairDensity hs hp]
  ring

/-- For a symmetric projector and positive transition weights, the projected polarization
conserves charge if and only if the projector couples no occupied orbital to an empty one. -/
theorem conservesCharge_iff (hs : Bᵀ = B) (hp : B * B = B) (hc : ∀ i j, 0 < c i j) :
    ConservesCharge (polarization c B φ χ) ↔ coupling B φ χ = 0 := by
  constructor
  · intro h
    -- a uniform potential already detects every coupling
    have h1 := h (fun _ => 1)
    simp only [Matrix.mulVec, dotProduct, mul_one] at h1
    rw [total_sum hs hp, neg_eq_zero] at h1
    have nn : ∀ i j, 0 ≤ c i j * coupling B φ χ i j ^ 2 :=
      fun i j => mul_nonneg (hc i j).le (sq_nonneg _)
    have row : ∀ i, 0 ≤ ∑ j, c i j * coupling B φ χ i j ^ 2 :=
      fun i => Finset.sum_nonneg fun j _ => nn i j
    ext i j
    have hi : ∑ j, c i j * coupling B φ χ i j ^ 2 = 0 :=
      (Finset.sum_eq_zero_iff_of_nonneg (fun i _ => row i)).1 h1 i (Finset.mem_univ i)
    have hj : c i j * coupling B φ χ i j ^ 2 = 0 :=
      (Finset.sum_eq_zero_iff_of_nonneg (fun j _ => nn i j)).1 hi j (Finset.mem_univ j)
    rw [Matrix.zero_apply]
    exact (pow_eq_zero_iff two_ne_zero).1 ((mul_eq_zero.1 hj).resolve_left (hc i j).ne')
  · intro h v
    -- without couplings every column of the polarization sums to zero
    simp only [Matrix.mulVec, dotProduct]
    rw [Finset.sum_comm]
    refine Finset.sum_eq_zero fun y _ => ?_
    rw [← Finset.sum_mul, column_sum hs hp, h]
    simp

/-- Let occupied and empty orbitals be orthogonal, `B` a symmetric projector and the weights
positive. The full polarization minus the projected one conserves charge if and only if `B`
couples no occupied orbital to an empty one. -/
theorem constrained_conservesCharge_iff [DecidableEq X] (hs : Bᵀ = B) (hp : B * B = B)
    (hc : ∀ i j, 0 < c i j) (hx : φᵀ * χ = 0) :
    ConservesCharge (polarization c 1 φ χ - polarization c B φ χ) ↔
      coupling B φ χ = 0 := by
  -- the full polarization conserves charge by orthogonality
  have full : ConservesCharge (polarization c 1 φ χ) :=
    (conservesCharge_iff Matrix.transpose_one (Matrix.mul_one 1) hc).2
      (by rw [coupling, Matrix.mul_one, hx])
  rw [← conservesCharge_iff hs hp hc]
  constructor
  · intro h v
    have a := full v
    have b := h v
    simp only [Matrix.sub_mulVec, Pi.sub_apply, Finset.sum_sub_distrib] at b
    linarith
  · intro h v
    have a := full v
    have b := h v
    simp only [Matrix.sub_mulVec, Pi.sub_apply, Finset.sum_sub_distrib]
    linarith

/-- For a complete orthonormal set of orbitals, a symmetric projector `B` and positive weights,
the projected polarization conserves charge if and only if `B` commutes with the projector
on the occupied space. -/
theorem conservesCharge_iff_commute [DecidableEq X] [DecidableEq o] (hs : Bᵀ = B)
    (hp : B * B = B) (hc : ∀ i j, 0 < c i j) (ho : φᵀ * φ = 1) (hx : φᵀ * χ = 0)
    (hcomp : φ * φᵀ + χ * χᵀ = 1) :
    ConservesCharge (polarization c B φ χ) ↔ B * (φ * φᵀ) = φ * φᵀ * B := by
  rw [conservesCharge_iff hs hp hc, coupling]
  constructor
  · intro h
    -- both off-diagonal blocks of B vanish
    have h1 : φ * φᵀ * B * (χ * χᵀ) = 0 := by
      calc φ * φᵀ * B * (χ * χᵀ) = φ * (φᵀ * B * χ) * χᵀ := by
            simp only [Matrix.mul_assoc]
        _ = 0 := by rw [h, Matrix.mul_zero, Matrix.zero_mul]
    have h2 : χ * χᵀ * B * (φ * φᵀ) = 0 := by
      have := congrArg Matrix.transpose h1
      simpa [Matrix.transpose_mul, hs, Matrix.mul_assoc] using this
    have hq : χ * χᵀ = 1 - φ * φᵀ := by
      rw [← hcomp]
      abel
    rw [hq] at h1 h2
    generalize φ * φᵀ = P at h1 h2 ⊢
    linear_combination (norm := noncomm_ring) h2 - h1
  · intro h
    calc φᵀ * B * χ = φᵀ * φ * φᵀ * B * χ := by rw [ho, Matrix.one_mul]
      _ = φᵀ * (φ * φᵀ * B) * χ := by simp only [Matrix.mul_assoc]
      _ = φᵀ * B * φ * (φᵀ * χ) := by
          rw [← h, ← Matrix.mul_assoc B φ φᵀ]
          have h3 : φᵀ * (B * φ * φᵀ) * χ = φᵀ * B * φ * (φᵀ * χ) := by
            simp only [Matrix.mul_assoc]
          exact h3
      _ = 0 := by rw [hx, Matrix.mul_zero]

/-- The occupied orbital of a two-site model, localized on the first site. -/
def siteOcc : Matrix (Fin 2) (Fin 1) ℝ := !![1; 0]

/-- The empty orbital of a two-site model, localized on the second site. -/
def siteEmp : Matrix (Fin 2) (Fin 1) ℝ := !![0; 1]

/-- In the two-site model, the projector on a normalized vector `u` is symmetric and idempotent,
and the two site orbitals form a complete orthonormal set. -/
theorem twoSite_witness (u : Fin 2 → ℝ) (hu : u 0 ^ 2 + u 1 ^ 2 = 1) :
    (vecMulVec u u)ᵀ = vecMulVec u u ∧ vecMulVec u u * vecMulVec u u = vecMulVec u u ∧
      siteOccᵀ * siteOcc = 1 ∧ siteEmpᵀ * siteEmp = 1 ∧ siteOccᵀ * siteEmp = 0 ∧
      siteOcc * siteOccᵀ + siteEmp * siteEmpᵀ = 1 := by
  refine ⟨?_, ?_, ?_, ?_, ?_, ?_⟩
  · ext i j
    simp only [Matrix.transpose_apply, Matrix.vecMulVec_apply]
    ring
  · ext i j
    simp only [Matrix.mul_apply, Matrix.vecMulVec_apply, Fin.sum_univ_two]
    linear_combination (u i * u j) * hu
  all_goals
    ext i j
    simp only [Matrix.add_apply, Matrix.mul_apply, Matrix.transpose_apply]
    fin_cases i <;> fin_cases j <;> simp [siteOcc, siteEmp, Fin.sum_univ_succ]

/-- In the two-site model with the projector on a normalized vector `u`, the total sum of the
projected polarization is minus the weight times the squared product of the components of `u`. -/
theorem twoSite_total_sum (c : Fin 1 → Fin 1 → ℝ) (u : Fin 2 → ℝ)
    (hu : u 0 ^ 2 + u 1 ^ 2 = 1) :
    ∑ x, ∑ y, polarization c (vecMulVec u u) siteOcc siteEmp x y =
      -(c 0 0 * (u 0 * u 1) ^ 2) := by
  have hM : coupling (vecMulVec u u) siteOcc siteEmp 0 0 = u 0 * u 1 := by
    simp [coupling, siteOcc, siteEmp, Matrix.mul_apply, Matrix.vecMulVec_apply,
      Fin.sum_univ_succ]
  rw [total_sum (twoSite_witness u hu).1 (twoSite_witness u hu).2.1]
  simp [hM]

end

end ProjectedPolarization
```

```lean
#print axioms ProjectedPolarization.constrained_conservesCharge_iff
#print axioms ProjectedPolarization.conservesCharge_iff_commute
#print axioms ProjectedPolarization.twoSite_total_sum
```

```
'ProjectedPolarization.constrained_conservesCharge_iff' depends on axioms: [propext, Classical.choice, Quot.sound]
'ProjectedPolarization.conservesCharge_iff_commute' depends on axioms: [propext, Classical.choice, Quot.sound]
'ProjectedPolarization.twoSite_total_sum' depends on axioms: [propext, Classical.choice, Quot.sound]
```

## Orbitals, projector and induced charge

The finite type `X` is the set of grid points. The occupied orbitals $\phi_i$ are the columns of the real matrix `φ`, and the empty orbitals $\chi_j$ are the columns of `χ`; the index types `o` and `e` label them. Inner products are plain sums over the grid, $\langle f,g\rangle=\sum_x f(x)g(x)$, so any volume element has been absorbed into the orbital values. The matrix `B` projects on a chosen subspace, such as the correlated orbitals of a Hubbard model. The hypotheses `hs` and `hp` say that it is symmetric and idempotent.

`pairDensity` is the product of two projected orbitals at one grid point,

$$\rho_{ij}(x)=(B\phi_i)(x)\,(B\chi_j)(x),$$

and `polarization` is the static response matrix

$$D(x,y)=-\sum_{i,j}c_{ij}\,\rho_{ij}(x)\,\rho_{ij}(y).$$

The weights $c_{ij}$ stand for the inverse excitation energies of independent electrons, with spin and prefactors included. They are positive when every empty level lies above every occupied one. The file assumes this sign as `hc` and does not derive it from a Hamiltonian.

`coupling` is the matrix $M=\phi^{T}B\chi$, with entries $M_{ij}=\langle\phi_i,B\chi_j\rangle$. `ConservesCharge` says that the density $Dv$ induced by a potential $v$ sums to zero over the grid, for every $v$. In these terms `conservesCharge_iff` reads: $D$ conserves charge if and only if $M=0$. It needs no orthonormality of the orbitals, only the properties of $B$ and the positive weights.

The setting is static, with real orbitals and a sharp division into occupied and empty states. Frequency dependence, complex Bloch orbitals and fractional occupations are not treated here.

## The charge of a projected pair density is a coupling

Symmetry and idempotency of $B$ give

$$\sum_x\rho_{ij}(x)=(B\phi_i)^{T}(B\chi_j)=\phi_i^{T}B^{T}B\chi_j=\phi_i^{T}B^2\chi_j=\phi_i^{T}B\chi_j=M_{ij}.$$

This is `sum_pairDensity`. Its `calc` block regroups the matrix product and replaces `B * B` by `B`, and the `change` line recognises the grid sum as one entry of that product.

Summing $D$ over its first argument now gives the charge induced by a unit potential at the single point $y$:

$$\sum_xD(x,y)=-\sum_{i,j}c_{ij}M_{ij}\,\rho_{ij}(y).$$

A further sum over $y$ turns the remaining pair density into a second factor $M_{ij}$:

$$\sum_{x,y}D(x,y)=-\sum_{i,j}c_{ij}M_{ij}^2.$$

These are `column_sum` and `total_sum`. In both proofs `Finset.sum_comm` moves the grid sum inside the orbital sums, where the pair-density identity applies term by term.

## A uniform potential detects every coupling

Suppose that $D$ conserves charge, and take $v(y)=1$ at every grid point. The induced charge is then the total sum of $D$, so

$$\sum_{i,j}c_{ij}M_{ij}^2=0.$$

No term is negative, so each one vanishes, and $c_{ij}>0$ leaves $M_{ij}=0$. The proof applies `Finset.sum_eq_zero_iff_of_nonneg` twice, first to the sum over $i$ and then to the sum over $j$. Positivity matters here because a transition with $c_{ij}=0$ would drop out of $D$ whatever its coupling.

Conversely, let $M=0$. For any potential $v$,

$$\sum_x(Dv)(x)=\sum_y v(y)\sum_xD(x,y)=0,$$

because every column sum contains a factor $M_{ij}$ in each term. The second half of the Lean proof exchanges the two grid sums and then rewrites with `column_sum`.

## Subtracting from the full polarization does not repair the charge

Constrained RPA removes the response of the correlated subspace from the full polarization and uses the remainder to screen the interaction. Here the full polarization is $D$ with $B=1$, written `polarization c 1 φ χ`; call it $D_{\text{full}}$. Its couplings are $\langle\phi_i,\chi_j\rangle$. They vanish when occupied and empty orbitals are orthogonal, which is the hypothesis `hx`, so the full polarization conserves charge. For every potential,

$$\sum_x\big((D_{\text{full}}-D)v\big)(x)=-\sum_x(Dv)(x).$$

The difference therefore conserves charge exactly when $D$ does, and `constrained_conservesCharge_iff` gives it the same criterion, $M=0$. The Lean proof obtains the full case from the main theorem, splits the sum of the difference and finishes with `linarith`.

For a Hubbard interaction computed by constrained RPA with this projected, static, independent-particle polarization, the matrix $\phi^{T}B\chi$ is thus a direct test of whether the screening conserves charge.

## With a complete set, the criterion is commutation

Let $P=\phi\phi^{T}$ and $Q=\chi\chi^{T}$. The theorem `conservesCharge_iff_commute` assumes that the occupied orbitals are orthonormal (`ho`), that they are orthogonal to the empty ones (`hx`), and that $P+Q=1$ (`hcomp`). Then $P$ is the projector on the occupied space, and charge conservation is equivalent to $BP=PB$.

If $M=0$, then $PBQ=\phi M\chi^{T}=0$, and transposition gives $QBP=0$. Inserting $Q=1-P$ yields

$$PB=PBP,\qquad BP=PBP,$$

so $BP=PB$. The Lean proof derives the two vanishing blocks as `h1` and `h2`, and `linear_combination` with `noncomm_ring` subtracts one from the other.

If instead $BP=PB$, then $\phi^{T}\phi=1$ and $\phi^{T}\chi=0$ give

$$\phi^{T}B\chi=\phi^{T}\phi\phi^{T}B\chi=\phi^{T}(PB)\chi=\phi^{T}(BP)\chi=\phi^{T}B\phi\,(\phi^{T}\chi)=0.$$

The second `calc` block follows this chain. Physically, commutation means that the subspace selected by $B$ splits into a part inside the occupied space and a part inside the empty space. A single correlated orbital with weight in both spaces does not split in this way.

## Two sites with an explicit violation

In the two-site model the occupied orbital is $(1,0)$, the empty orbital is $(0,1)$, and $B=uu^{T}$ projects on a normalized vector $u=(u_0,u_1)$. `twoSite_witness` checks that $B$ is a symmetric projector and that the two orbitals form a complete orthonormal set. Idempotency follows from

$$(B^2)_{ij}=u_iu_j\,(u_0^2+u_1^2)=u_iu_j,$$

and the orbital identities are checked entry by entry.

The projected orbitals are $u_0u$ and $u_1u$, so the pair density at site $x$ is $u_0u_1u_x^2$ and its total charge is $u_0u_1$. With the single weight $c$, written `c 0 0` in the code, `twoSite_total_sum` states

$$\sum_{x,y}D(x,y)=-c\,(u_0u_1)^2.$$

The proof evaluates the one coupling and inserts it into `total_sum`. This total is the charge induced by a uniform unit potential, so conservation fails whenever $c$, $u_0$ and $u_1$ are all nonzero. For $u_0=u_1=1/\sqrt2$ each of the four entries of $D$ is $-c/16$, and the total is $-c/4$. The unprojected orbitals do not overlap on the grid, so the full polarization of this model is zero and the whole of $D$ comes from the projection.
